# The condition for a non-decaying state of two levels with real couplings to one open channel

Two doubly excited states of an atom lie above the ionization threshold, and each can eject an electron into the same continuum. Taken singly, each state autoionizes. In a superposition the two emission amplitudes interfere, and they may cancel. When is the superposition in which they cancel also a stationary state, so that it never decays although the channel is open?

Let the levels have energies $E_1, E_2$, a real direct coupling $u$, and real amplitudes $w_1, w_2$, not both zero, into the channel. In a model where none of these depends on energy, the effective Hamiltonian is

$$H_{\rm eff}=\begin{pmatrix}E_1&u\\u&E_2\end{pmatrix}-i\begin{pmatrix}w_1^2&w_1w_2\\w_1w_2&w_2^2\end{pmatrix}.$$

A real eigenvalue is a bound state in the continuum. One exists exactly when $u(w_1^2-w_2^2)=w_1w_2(E_1-E_2)$.

## Levels, channels and eigenvalues

```lean
import Mathlib

open Matrix

namespace BoundStateInContinuum

noncomputable section

variable {n m : Type*} [Fintype n] [Fintype m]
```

The type `n` labels the levels and `m` the open channels. Both are finite.

```lean
/-- The effective Hamiltonian `H - i W W†` of levels with Hamiltonian `H` that decay into
open channels with amplitudes `W`. -/
def effHam (H : Matrix n n ℂ) (W : Matrix n m ℂ) : Matrix n n ℂ :=
  H - Complex.I • (W * Wᴴ)
```

This is $H_{\rm eff}=H-iWW^\dagger$, where `ᴴ` is the conjugate transpose and `•` multiplies by a number. The anti-Hermitian term stands for irreversible loss into the channels. Constant factors are absorbed into $W$, whose entries have the dimension of the square root of an energy. An eigenvalue $z$ then has decay width $-2\,\mathrm{Im}\,z$.

The matrix is the starting point: it is not derived from a continuum, and the channel is taken to be open at every energy.

```lean
/-- The complex number `z` is an eigenvalue of `A`: some nonzero vector `v` has `A v = z v`. -/
def IsEigenvalue (A : Matrix n n ℂ) (z : ℂ) : Prop :=
  ∃ v : n → ℂ, v ≠ 0 ∧ A *ᵥ v = z • v
```

A complex $z$ is an eigenvalue of $A$ if some $v\neq0$ satisfies $Av=zv$. The symbol `*ᵥ` applies a matrix to a vector.

```lean
/-- The Hamiltonian of two levels `E1`, `E2` with real direct coupling `u`. -/
def twoLevel (E1 E2 u : ℝ) : Matrix (Fin 2) (Fin 2) ℂ :=
  !![(E1 : ℂ), (u : ℂ); (u : ℂ), (E2 : ℂ)]
```

This is the real symmetric $2\times2$ Hamiltonian. The annotation `(E1 : ℂ)` reads a real number as a complex one.

```lean
/-- The real amplitudes `w1`, `w2` of two levels in a single open channel. -/
def channel (w1 w2 : ℝ) : Matrix (Fin 2) (Fin 1) ℂ :=
  !![(w1 : ℂ); (w2 : ℂ)]
```

The amplitudes form a matrix with two rows and one column, since there is one channel.

```lean
/-- The effective Hamiltonian of two coupled levels that decay into one common channel. -/
def twoResonance (E1 E2 u w1 w2 : ℝ) : Matrix (Fin 2) (Fin 2) ℂ :=
  effHam (twoLevel E1 E2 u) (channel w1 w2)
```

Putting the last two definitions into `effHam` gives the matrix displayed at the start.

## A real energy means no emission

```lean
/-- The effective Hamiltonian acts as `H` minus `i` times emission into the channels
followed by return to the levels. -/
theorem effHam_mulVec (H : Matrix n n ℂ) (W : Matrix n m ℂ) (v : n → ℂ) :
    effHam H W *ᵥ v = H *ᵥ v - Complex.I • (W *ᵥ (Wᴴ *ᵥ v)) := by
  rw [effHam, Matrix.sub_mulVec, Matrix.smul_mulVec, Matrix.mulVec_mulVec]
```

A theorem in Lean states its claim after the colon and gives the proof after `:= by`. This one says $H_{\rm eff}v=Hv-iW(W^\dagger v)$. The vector $W^\dagger v$ lists the emission amplitudes of $v$ into the channels.

```lean
/-- Width identity: for Hermitian `H`, the imaginary part of an eigenvalue times the squared
norm of its eigenvector is minus the total squared amplitude in the open channels. -/
theorem width_identity {H : Matrix n n ℂ} (hH : H.IsHermitian) (W : Matrix n m ℂ)
    {v : n → ℂ} {z : ℂ} (hv : effHam H W *ᵥ v = z • v) :
    z.im * ∑ i, ‖v i‖ ^ 2 = -∑ k, ‖(Wᴴ *ᵥ v) k‖ ^ 2 := by
  have hn : ∀ {l : Type _} [Fintype l] (x : l → ℂ),
      star x ⬝ᵥ x = ((∑ i, ‖x i‖ ^ 2 : ℝ) : ℂ) := by
    intro l _ x
    simp only [dotProduct, Pi.star_apply, Complex.star_def]
    push_cast
    exact Finset.sum_congr rfl fun i _ => Complex.conj_mul' (x i)
  have hn' : star (Wᴴ *ᵥ v) ⬝ᵥ (Wᴴ *ᵥ v) = ((∑ k, ‖(Wᴴ *ᵥ v) k‖ ^ 2 : ℝ) : ℂ) := by
    simp only [dotProduct, Pi.star_apply, Complex.star_def]
    push_cast
    exact Finset.sum_congr rfl fun i _ => Complex.conj_mul' _
  -- the expectation value of the Hermitian part is real
  have hs := Matrix.star_dotProduct v (H *ᵥ v)
  rw [Matrix.star_mulVec, hH.eq, ← Matrix.dotProduct_mulVec] at hs
  have hr := congrArg Complex.im hs
  rw [Complex.star_def, Complex.conj_im] at hr
  -- the anti-Hermitian part gives the squared channel amplitudes
  have hw : star v ⬝ᵥ (W *ᵥ (Wᴴ *ᵥ v)) = star (Wᴴ *ᵥ v) ⬝ᵥ (Wᴴ *ᵥ v) := by
    rw [Matrix.star_mulVec, Matrix.conjTranspose_conjTranspose, Matrix.dotProduct_mulVec]
  have h := congrArg (fun x => star v ⬝ᵥ x) hv
  simp only [effHam_mulVec, dotProduct_sub, dotProduct_smul, smul_eq_mul] at h
  rw [hw, hn', hn v] at h
  have hi := congrArg Complex.im h
  simp only [Complex.sub_im, Complex.mul_im, Complex.ofReal_re, Complex.ofReal_im,
    Complex.I_re, Complex.I_im] at hi
  linarith
```

Suppose $H$ is Hermitian and $H_{\rm eff}v=zv$. Multiplying by $v^\dagger$ from the left gives

$$v^\dagger Hv-i\,\|W^\dagger v\|^2=z\,\|v\|^2 .$$

Since $v^\dagger Hv$ is real, the imaginary part is

$$\mathrm{Im}\,z\,\|v\|^2=-\|W^\dagger v\|^2 .$$

For a normalised $v$, $-\mathrm{Im}\,z$ is thus the total squared emission amplitude.

The proof takes the same route. `hn` and `hn'` write $x^\dagger x$ as a sum of squared moduli, `hr` records that $v^\dagger Hv$ has no imaginary part, and `hw` turns $v^\dagger WW^\dagger v$ into $\|W^\dagger v\|^2$. Then `h` is the eigenvalue equation multiplied by $v^\dagger$, `hi` is its imaginary part, and `linarith` does the remaining linear arithmetic.

```lean
/-- For Hermitian `H`, a vector solves the eigenvalue equation of the effective Hamiltonian
at a real energy exactly when it solves that of `H` and has no amplitude in any channel. -/
theorem real_energy_iff_dark {H : Matrix n n ℂ} (hH : H.IsHermitian) (W : Matrix n m ℂ)
    (v : n → ℂ) (E : ℝ) :
    effHam H W *ᵥ v = (E : ℂ) • v ↔ H *ᵥ v = (E : ℂ) • v ∧ Wᴴ *ᵥ v = 0 := by
  constructor
  · intro h
    have hz := width_identity hH W h
    rw [Complex.ofReal_im, zero_mul] at hz
    have hsum : ∑ k, ‖(Wᴴ *ᵥ v) k‖ ^ 2 = 0 := by linarith
    have hd : Wᴴ *ᵥ v = 0 := by
      funext k
      have hk := (Finset.sum_eq_zero_iff_of_nonneg
        (fun k _ => sq_nonneg ‖(Wᴴ *ᵥ v) k‖)).mp hsum k (Finset.mem_univ k)
      exact norm_eq_zero.mp (pow_eq_zero_iff two_ne_zero |>.mp hk)
    rw [effHam_mulVec, hd, Matrix.mulVec_zero, smul_zero, sub_zero] at h
    exact ⟨h, hd⟩
  · rintro ⟨h, hd⟩
    rw [effHam_mulVec, hd, Matrix.mulVec_zero, smul_zero, sub_zero, h]
```

For real $E$ the left side of the width identity is zero. A sum of squares that vanishes has only vanishing terms, so $W^\dagger v=0$, and the eigenvalue equation reduces to $Hv=Ev$. Conversely, if $Hv=Ev$ and $W^\dagger v=0$, the loss term contributes nothing and $H_{\rm eff}v=Ev$. The two bullets in the proof are these two directions of `↔`.

A state with real energy is therefore an ordinary eigenstate of $H$ that happens to be dark in every channel.

## Two levels, one channel

```lean
/-- Secular equation of the two-level problem with one open channel. -/
theorem secular_equation (E1 E2 u w1 w2 : ℝ) (z : ℂ) :
    IsEigenvalue (twoResonance E1 E2 u w1 w2) z ↔
      (E1 - Complex.I * w1 ^ 2 - z) * (E2 - Complex.I * w2 ^ 2 - z)
        - (u - Complex.I * (w1 * w2)) ^ 2 = 0 := by
  have hdet : (twoResonance E1 E2 u w1 w2 - z • (1 : Matrix (Fin 2) (Fin 2) ℂ)).det =
      (E1 - Complex.I * w1 ^ 2 - z) * (E2 - Complex.I * w2 ^ 2 - z)
        - (u - Complex.I * (w1 * w2)) ^ 2 := by
    -- the decay matrix is the outer product of the amplitudes
    have hp : channel w1 w2 * (channel w1 w2)ᴴ =
        !![(w1 : ℂ) * w1, (w1 : ℂ) * w2; (w2 : ℂ) * w1, (w2 : ℂ) * w2] := by
      ext i j
      rw [Matrix.mul_apply]
      fin_cases i <;> fin_cases j <;> simp [channel]
    rw [twoResonance, effHam, hp, Matrix.det_fin_two]
    simp [twoLevel]
    ring
  rw [← hdet, ← Matrix.exists_mulVec_eq_zero_iff]
  simp only [IsEigenvalue, Matrix.sub_mulVec, Matrix.smul_mulVec, Matrix.one_mulVec,
    sub_eq_zero]
```

Here $z$ is an eigenvalue exactly when $\det(H_{\rm eff}-z)=0$, that is,

$$(E_1-iw_1^2-z)(E_2-iw_2^2-z)-(u-iw_1w_2)^2=0 .$$

`hp` computes $WW^\dagger$, `hdet` expands the determinant, and a Mathlib lemma supplies the fact that a determinant vanishes exactly when the matrix annihilates a nonzero vector.

```lean
/-- For channel amplitudes that are not both zero, a real `E` is an eigenvalue exactly when
`u (w1² - w2²) = w1 w2 (E1 - E2)` and `E` is the mean energy of the combination `(w2, -w1)`. -/
theorem bound_energy_iff (E1 E2 u w1 w2 E : ℝ) (hw : w1 ≠ 0 ∨ w2 ≠ 0) :
    IsEigenvalue (twoResonance E1 E2 u w1 w2) (E : ℂ) ↔
      u * (w1 ^ 2 - w2 ^ 2) = w1 * w2 * (E1 - E2) ∧
      (w1 ^ 2 + w2 ^ 2) * E = E1 * w2 ^ 2 + E2 * w1 ^ 2 - 2 * u * w1 * w2 := by
  have hH : (twoLevel E1 E2 u).IsHermitian := by
    apply Matrix.IsHermitian.ext
    intro i j
    fin_cases i <;> fin_cases j <;> simp [twoLevel]
  simp only [IsEigenvalue, twoResonance, real_energy_iff_dark hH]
  constructor
  · rintro ⟨v, hv, hE, hd⟩
    have h0 := congrFun hE 0
    have h1 := congrFun hE 1
    have h2 := congrFun hd 0
    simp only [twoLevel, Matrix.mulVec, dotProduct, Fin.sum_univ_two, Matrix.of_apply,
      Matrix.cons_val_zero, Matrix.cons_val_one, Pi.smul_apply, smul_eq_mul] at h0 h1
    simp [channel, Matrix.mulVec, dotProduct, Fin.sum_univ_two] at h2
    -- a number that annihilates both components of `v` vanishes
    have key : ∀ X : ℂ, X * v 0 = 0 → X * v 1 = 0 → X = 0 := by
      intro X a b
      by_contra hX
      apply hv
      funext i
      fin_cases i
      · exact (mul_eq_zero.mp a).resolve_left hX
      · exact (mul_eq_zero.mp b).resolve_left hX
    have hc := key (u * (w1 ^ 2 - w2 ^ 2) - w1 * w2 * (E1 - E2))
      (by linear_combination (u * w1 + w2 * (E2 - E) : ℂ) * h2 - (w1 * w2 : ℂ) * h0
            - (w2 ^ 2 : ℂ) * h1)
      (by linear_combination (w1 ^ 2 : ℂ) * h0 + (w1 * w2 : ℂ) * h1
            - (w1 * (E1 - E) + u * w2 : ℂ) * h2)
    have he := key ((E1 - E) * w2 ^ 2 + (E2 - E) * w1 ^ 2 - 2 * u * w1 * w2)
      (by linear_combination (w2 ^ 2 : ℂ) * h0 + ((E2 - E) * w1 - u * w2 : ℂ) * h2
            - (w1 * w2 : ℂ) * h1)
      (by linear_combination (w1 ^ 2 : ℂ) * h1 + ((E1 - E) * w2 - u * w1 : ℂ) * h2
            - (w1 * w2 : ℂ) * h0)
    norm_cast at hc he
    constructor <;> linarith
  · rintro ⟨hc, he⟩
    have hG : w1 ^ 2 + w2 ^ 2 ≠ 0 := by
      rcases hw with h | h <;> positivity
    have a0 : E1 * w2 - u * w1 = E * w2 := by
      apply mul_left_cancel₀ hG
      linear_combination (-w1) * hc - w2 * he
    have a1 : u * w2 - E2 * w1 = -(E * w1) := by
      apply mul_left_cancel₀ hG
      linear_combination (-w2) * hc + w1 * he
    have b0 : (E1 : ℂ) * w2 - u * w1 = E * w2 := by exact_mod_cast a0
    have b1 : (u : ℂ) * w2 - E2 * w1 = -(E * w1) := by exact_mod_cast a1
    -- the combination that the channel does not see
    refine ⟨![(w2 : ℂ), -(w1 : ℂ)], ?_, ?_, ?_⟩
    · intro h
      have c0 := congrFun h 0
      have c1 := congrFun h 1
      simp at c0 c1
      rcases hw with h | h
      · exact h c1
      · exact h c0
    · funext i
      fin_cases i
      · simp [twoLevel, Matrix.mulVec, dotProduct, Fin.sum_univ_two]
        linear_combination b0
      · simp [twoLevel, Matrix.mulVec, dotProduct, Fin.sum_univ_two]
        linear_combination b1
    · funext i
      fin_cases i
      simp [channel, Matrix.mulVec, dotProduct, Fin.sum_univ_two]
      ring
```

Lean counts vector components from zero, so $v=(v_0,v_1)$, with $v_0$ belonging to level $E_1$. Darkness means $w_1v_0+w_2v_1=0$. As the amplitudes are not both zero, $v$ is proportional to $(w_2,-w_1)$, and $Hv=Ev$ becomes

$$E_1w_2-uw_1=Ew_2,\qquad uw_2-E_2w_1=-Ew_1 .$$

Multiplying the first equation by $w_1$ and the second by $w_2$ and adding removes $E$:

$$u(w_1^2-w_2^2)=w_1w_2(E_1-E_2).$$

Multiplying the first by $w_2$ and the second by $-w_1$ and adding gives the energy:

$$(w_1^2+w_2^2)E=E_1w_2^2+E_2w_1^2-2uw_1w_2 .$$

This $E$ is the mean energy of the normalised state $(w_2,-w_1)/\sqrt{w_1^2+w_2^2}$.

Both steps can be undone. Combining the two results with the same multipliers returns each component equation times $w_1^2+w_2^2$, which is nonzero and can be cancelled.

In the forward direction, Lean does not first bring $v$ to the form $(w_2,-w_1)$. It takes the difference $X$ of the two sides of each result, shows $Xv_0=0$ and $Xv_1=0$, and concludes $X=0$ from $v\neq0$; this is `key`. The tactic `linear_combination` checks that an equation follows from known ones with the multipliers given. In the converse, `a0` and `a1` are the two component equations, and the vector $(w_2,-w_1)$ is supplied explicitly.

The hypothesis `hw` says that the amplitudes are not both zero. If both were zero, the two conditions on the right would read $0=0$ for every $E$.

## The condition and the broad partner

```lean
/-- Friedrich-Wintgen condition: for channel amplitudes that are not both zero, a real eigenvalue
`E` exists exactly when `u (w1² - w2²) = w1 w2 (E1 - E2)`, and the only other eigenvalue is then
`E1 + E2 - E - i (w1² + w2²)`. -/
theorem friedrich_wintgen (E1 E2 u w1 w2 : ℝ) (hw : w1 ≠ 0 ∨ w2 ≠ 0) :
    ((∃ E : ℝ, IsEigenvalue (twoResonance E1 E2 u w1 w2) (E : ℂ)) ↔
      u * (w1 ^ 2 - w2 ^ 2) = w1 * w2 * (E1 - E2)) ∧
    ∀ E : ℝ, IsEigenvalue (twoResonance E1 E2 u w1 w2) (E : ℂ) → ∀ z : ℂ,
      (IsEigenvalue (twoResonance E1 E2 u w1 w2) z ∧ z ≠ (E : ℂ)) ↔
        z = ((E1 + E2 - E : ℝ) : ℂ) - Complex.I * ((w1 ^ 2 + w2 ^ 2 : ℝ) : ℂ) := by
  have hG : w1 ^ 2 + w2 ^ 2 ≠ 0 := by
    rcases hw with h | h <;> positivity
  constructor
  · constructor
    · rintro ⟨E, hE⟩
      exact ((bound_energy_iff E1 E2 u w1 w2 E hw).mp hE).1
    · intro hc
      refine ⟨(E1 * w2 ^ 2 + E2 * w1 ^ 2 - 2 * u * w1 * w2) / (w1 ^ 2 + w2 ^ 2), ?_⟩
      exact (bound_energy_iff E1 E2 u w1 w2 _ hw).mpr ⟨hc, mul_div_cancel₀ _ hG⟩
  · intro E hE z
    rw [secular_equation] at hE ⊢
    constructor
    · rintro ⟨hz, hne⟩
      -- divide the secular polynomial by its known root
      apply mul_left_cancel₀ (sub_ne_zero.mpr hne)
      push_cast
      linear_combination hz - hE
    · intro hz
      constructor
      · rw [hz]
        push_cast
        linear_combination hE
      · intro h
        have hi := congrArg Complex.im (hz.symm.trans h)
        simp only [Complex.sub_im, Complex.mul_im, Complex.ofReal_re, Complex.ofReal_im,
          Complex.I_re, Complex.I_im] at hi
        apply hG
        linarith
```

The first half of the statement is the condition for some real eigenvalue to exist. It follows from the previous theorem: if the condition holds, dividing the energy equation by $w_1^2+w_2^2$ provides $E$.

The second half says that, given a real eigenvalue $E$, a number $z$ is an eigenvalue different from $E$ exactly when

$$z=E_1+E_2-E-i(w_1^2+w_2^2).$$

To see this, write $p(z)$ for the secular polynomial and $T=E_1+E_2-i(w_1^2+w_2^2)$ for the trace of $H_{\rm eff}$. Since $p(E)=0$,

$$p(z)=p(z)-p(E)=(z-E)(z+E-T).$$

For $z\neq E$ the first factor can be cancelled, which leaves $z=T-E$. Conversely, $T-E$ is a root, and it differs from $E$ because its imaginary part is nonzero. In the proof, `mul_left_cancel₀` performs the cancellation, and the last lines compare imaginary parts.

When the condition holds in this two-level, energy-independent model, one state thus has no width and the other carries all of it, $2(w_1^2+w_2^2)$. The Friedrich–Wintgen mechanism can also be treated as a scattering problem with an explicit continuum; the theorem here is the algebraic condition for a given $H_{\rm eff}$.

The condition also admits a plain case. If $w_2=0$, it forces $u=0$, and the bound state is simply level 2, coupled to nothing.

```lean
/-- Two degenerate levels `E0` with equal nonzero channel amplitudes have exactly one real
eigenvalue, `E0 - u`. -/
theorem degenerate_levels (E0 u w E : ℝ) (hw : w ≠ 0) :
    IsEigenvalue (twoResonance E0 E0 u w w) (E : ℂ) ↔ E = E0 - u := by
  rw [bound_energy_iff E0 E0 u w w E (Or.inl hw)]
  constructor
  · rintro ⟨-, h⟩
    have h2 : w ^ 2 ≠ 0 := pow_ne_zero 2 hw
    apply mul_left_cancel₀ h2
    linarith
  · intro h
    subst h
    constructor <;> ring

end

end BoundStateInContinuum
```

With $E_1=E_2=E_0$ and $w_1=w_2=w\neq0$, both sides of the condition are zero, whatever $u$ is. The energy equation becomes $2w^2E=2w^2(E_0-u)$, so $E=E_0-u$ is the only real eigenvalue. Its normalised state is $(1,-1)/\sqrt2$, in which the two emission amplitudes cancel. By the preceding theorem the partner lies at $E_0+u-2iw^2$.

```lean
#print axioms BoundStateInContinuum.friedrich_wintgen
#print axioms BoundStateInContinuum.degenerate_levels
```

```
'BoundStateInContinuum.friedrich_wintgen' depends on axioms: [propext, Classical.choice, Quot.sound]
'BoundStateInContinuum.degenerate_levels' depends on axioms: [propext, Classical.choice, Quot.sound]
```

## Complex couplings as another model

The two-level model could have allowed complex amplitudes and a complex $u$, with $u^*$ in the lower left corner so that $H$ stays Hermitian, as may be needed when a magnetic field breaks time-reversal symmetry. The definition `effHam` and the theorem `real_energy_iff_dark` already accept complex entries, but the final condition would change. The phases of the two levels can be chosen so that $w_1$ and $w_2$ are real, while $u$ in general stays complex. For amplitudes that are not both zero, a short calculation, not checked in Lean here, then gives two real requirements in place of one:

$$\mathrm{Re}\,u\,(w_1^2-w_2^2)=w_1w_2(E_1-E_2),\qquad \mathrm{Im}\,u=0 .$$

A bound state would then require the relative phase of direct coupling and emission to be right, as well as the balance of magnitudes.
